# Words with equally many letters $a$ and $b$ commute when $ab-ba=1$

If products of ladder operators are compared letter by letter, $abba$ and $baab$ count as two different operators, and terms that should be combined or cancelled stay separate. The relation $ab-ba=1$ makes them equal, because any two words that each contain as many $a$ as $b$ commute.

```lean
import Mathlib

open Polynomial

namespace BalancedLadderWords

/-- The two letters of a word: the lowering operator `a` and the raising operator `b`. -/
inductive Letter
  | lower
  | raise
  deriving DecidableEq

/-- A word is balanced if it contains as many lowering as raising letters. -/
def IsBalanced (w : List Letter) : Prop :=
  w.count Letter.lower = w.count Letter.raise

variable {R : Type*} [Ring R] {a b : R}

/-- The operator represented by a single letter. -/
def letterOp (a b : R) : Letter → R
  | Letter.lower => a
  | Letter.raise => b

/-- The operator represented by a word: the product of its letters in the given order. -/
def wordOp (a b : R) (w : List Letter) : R :=
  (w.map (letterOp a b)).prod

/-- If `x` turns `s` into `t` when moved past it, it turns every integer polynomial in `s`
into the same polynomial in `t`. -/
theorem intertwine {x s t : R} (h : x * s = t * x) (p : ℤ[X]) :
    x * aeval s p = aeval t p * x := by
  induction p using Polynomial.induction_on' with
  | add p q hp hq => rw [map_add, map_add, mul_add, add_mul, hp, hq]
  | monomial n c =>
    have hs : SemiconjBy x s t := h
    have hn : x * s ^ n = t ^ n * x := (hs.pow_right n).eq
    rw [aeval_monomial, aeval_monomial, ← mul_assoc, ← Algebra.commutes c x, mul_assoc, hn,
      mul_assoc]

/-- Moving `a` to the right past a polynomial in `N = b a` replaces `N` by `N + 1`. -/
theorem lower_shift (h : a * b - b * a = 1) (p : ℤ[X]) :
    a * aeval (b * a) p = aeval (b * a) (p.comp (X + 1)) * a := by
  have hs : a * (b * a) = (b * a + 1) * a := by
    rw [← h]; noncomm_ring
  rw [aeval_comp, map_add, aeval_X, map_one]
  exact intertwine hs p

/-- Moving `b` to the right past a polynomial in `N = b a` replaces `N` by `N - 1`. -/
theorem raise_shift (h : a * b - b * a = 1) (p : ℤ[X]) :
    b * aeval (b * a) p = aeval (b * a) (p.comp (X - 1)) * b := by
  have hs : b * (b * a) = (b * a - 1) * b := by
    have e : (b * a - 1) * b = b * (a * b - 1) := by noncomm_ring
    have hab : a * b - 1 = b * a := by
      rw [← h]; abel
    rw [e, hab]
  rw [aeval_comp, map_sub, aeval_X, map_one]
  exact intertwine hs p

/-- Every word is an integer polynomial in `N = b a` times a power of `a` or of `b`, the
exponent being the surplus of that letter in the word. -/
theorem word_normal_form (h : a * b - b * a = 1) (w : List Letter) :
    (∃ (k : ℕ) (p : ℤ[X]), w.count Letter.lower = w.count Letter.raise + k ∧
      wordOp a b w = aeval (b * a) p * a ^ k) ∨
    (∃ (k : ℕ) (p : ℤ[X]), w.count Letter.raise = w.count Letter.lower + k ∧
      wordOp a b w = aeval (b * a) p * b ^ k) := by
  induction w with
  | nil => exact Or.inl ⟨0, 1, by simp, by simp [wordOp]⟩
  | cons x w ih =>
    cases x with
    | lower =>
      have hw : wordOp a b (Letter.lower :: w) = a * wordOp a b w := by
        simp [wordOp, letterOp]
      have h1 : (Letter.lower :: w).count Letter.lower = w.count Letter.lower + 1 := by
        simp
      have h2 : (Letter.lower :: w).count Letter.raise = w.count Letter.raise := by
        simp
      rcases ih with ⟨k, p, hk, hp⟩ | ⟨k, p, hk, hp⟩
      · refine Or.inl ⟨k + 1, p.comp (X + 1), by omega, ?_⟩
        rw [hw, hp, ← mul_assoc, lower_shift h, mul_assoc, ← pow_succ']
      · cases k with
        | zero =>
          refine Or.inl ⟨1, p.comp (X + 1), by omega, ?_⟩
          rw [hw, hp, pow_zero, mul_one, lower_shift h, pow_one]
        | succ k =>
          -- the new `a` meets a surplus `b`, and `a b = N + 1`
          refine Or.inr ⟨k, p.comp (X + 1) * (X + 1), by omega, ?_⟩
          have hab : aeval (b * a) (X + 1 : ℤ[X]) = a * b := by
            rw [map_add, aeval_X, map_one, ← h]; abel
          rw [hw, hp, ← mul_assoc, lower_shift h, pow_succ', map_mul, hab]
          simp only [mul_assoc]
    | raise =>
      have hw : wordOp a b (Letter.raise :: w) = b * wordOp a b w := by
        simp [wordOp, letterOp]
      have h1 : (Letter.raise :: w).count Letter.raise = w.count Letter.raise + 1 := by
        simp
      have h2 : (Letter.raise :: w).count Letter.lower = w.count Letter.lower := by
        simp
      rcases ih with ⟨k, p, hk, hp⟩ | ⟨k, p, hk, hp⟩
      · cases k with
        | zero =>
          refine Or.inr ⟨1, p.comp (X - 1), by omega, ?_⟩
          rw [hw, hp, pow_zero, mul_one, raise_shift h, pow_one]
        | succ k =>
          -- the new `b` meets a surplus `a`, and `b a = N`
          refine Or.inl ⟨k, p.comp (X - 1) * X, by omega, ?_⟩
          rw [hw, hp, ← mul_assoc, raise_shift h, pow_succ', map_mul, aeval_X]
          simp only [mul_assoc]
      · refine Or.inr ⟨k + 1, p.comp (X - 1), by omega, ?_⟩
        rw [hw, hp, ← mul_assoc, raise_shift h, mul_assoc, ← pow_succ']

/-- A balanced word is a polynomial in the number operator `b a` with integer coefficients. -/
theorem balanced_word_eq_polynomial (h : a * b - b * a = 1) {w : List Letter}
    (hw : IsBalanced w) : ∃ p : ℤ[X], wordOp a b w = aeval (b * a) p := by
  unfold IsBalanced at hw
  rcases word_normal_form h w with ⟨k, p, hk, hp⟩ | ⟨k, p, hk, hp⟩
  all_goals
    have h0 : k = 0 := by omega
    exact ⟨p, by rw [hp, h0, pow_zero, mul_one]⟩

/-- Any two balanced words in `a` and `b` represent commuting operators. -/
theorem balanced_words_commute (h : a * b - b * a = 1) {v w : List Letter}
    (hv : IsBalanced v) (hw : IsBalanced w) : Commute (wordOp a b v) (wordOp a b w) := by
  obtain ⟨p, hp⟩ := balanced_word_eq_polynomial h hv
  obtain ⟨q, hq⟩ := balanced_word_eq_polynomial h hw
  show wordOp a b v * wordOp a b w = wordOp a b w * wordOp a b v
  rw [hp, hq, ← map_mul, ← map_mul, mul_comm p q]

/-- Exchanging two adjacent balanced blocks inside a longer word leaves its operator
unchanged. -/
theorem swap_balanced_blocks (h : a * b - b * a = 1) (u x : List Letter) {v w : List Letter}
    (hv : IsBalanced v) (hw : IsBalanced w) :
    wordOp a b (u ++ v ++ w ++ x) = wordOp a b (u ++ w ++ v ++ x) := by
  have happ : ∀ s t : List Letter, wordOp a b (s ++ t) = wordOp a b s * wordOp a b t := by
    intro s t
    simp [wordOp]
  have hc := (balanced_words_commute h hv hw).eq
  simp only [happ]
  rw [mul_assoc (wordOp a b u), hc, ← mul_assoc]

/-- The words `a b b a` and `b a a b` represent the same operator. -/
theorem abba_eq_baab (h : a * b - b * a = 1) : a * b * b * a = b * a * a * b := by
  have hc := (balanced_words_commute h
    (v := [Letter.lower, Letter.raise]) (w := [Letter.raise, Letter.lower])
    (by unfold IsBalanced; decide) (by unfold IsBalanced; decide)).eq
  simpa [wordOp, letterOp, mul_assoc] using hc

/-- The commutator of the number operator `b a` with a word is the word times its number of
raising letters minus its number of lowering letters. -/
theorem number_commutator (h : a * b - b * a = 1) (w : List Letter) :
    b * a * wordOp a b w - wordOp a b w * (b * a) =
      ((w.count Letter.raise : R) - (w.count Letter.lower : R)) * wordOp a b w := by
  induction w with
  | nil => simp [wordOp]
  | cons x w ih =>
    have hw : wordOp a b (x :: w) = letterOp a b x * wordOp a b w := by simp [wordOp]
    have hc : ∀ (y : R) (m n : ℕ), y * ((m : R) - n) = ((m : R) - n) * y := by
      intro y m n
      rw [mul_sub, sub_mul, (Nat.cast_commute m y).eq, (Nat.cast_commute n y).eq]
    -- the commutator obeys the product rule
    have hl : ∀ N y W : R, N * (y * W) - y * W * N =
        (N * y - y * N) * W + y * (N * W - W * N) := by
      intro N y W
      noncomm_ring
    rw [hw, hl, ih, ← mul_assoc (letterOp a b x)
      ((w.count Letter.raise : R) - (w.count Letter.lower : R)), hc]
    cases x with
    | lower =>
      have hx : b * a * a - a * (b * a) = -a := by
        have e : b * a * a - a * (b * a) = -((a * b - b * a) * a) := by noncomm_ring
        rw [e, h, one_mul]
      have h1 : (Letter.lower :: w).count Letter.lower = w.count Letter.lower + 1 := by
        simp
      have h2 : (Letter.lower :: w).count Letter.raise = w.count Letter.raise := by
        simp
      simp only [letterOp]
      rw [hx, h1, h2, Nat.cast_add, Nat.cast_one]
      simp only [add_mul, sub_mul, neg_mul, one_mul, mul_assoc]
      abel
    | raise =>
      have hx : b * a * b - b * (b * a) = b := by
        have e : b * a * b - b * (b * a) = b * (a * b - b * a) := by noncomm_ring
        rw [e, h, mul_one]
      have h1 : (Letter.raise :: w).count Letter.raise = w.count Letter.raise + 1 := by
        simp
      have h2 : (Letter.raise :: w).count Letter.lower = w.count Letter.lower := by
        simp
      simp only [letterOp]
      rw [hx, h1, h2, Nat.cast_add, Nat.cast_one]
      simp only [add_mul, sub_mul, one_mul, mul_assoc]
      abel

/-- In a complex algebra, a word representing a nonzero operator commutes with the number operator
`b a` exactly when it is balanced. -/
theorem commute_number_iff_balanced [Algebra ℂ R] (h : a * b - b * a = 1) {w : List Letter}
    (hne : wordOp a b w ≠ 0) : Commute (b * a) (wordOp a b w) ↔ IsBalanced w := by
  have hc := number_commutator h w
  constructor
  · intro hN
    rw [hN.eq, sub_self] at hc
    have hs : ((w.count Letter.raise : ℂ) - (w.count Letter.lower : ℂ)) • wordOp a b w = 0 := by
      rw [Algebra.smul_def, map_sub, map_natCast, map_natCast]
      exact hc.symm
    rcases smul_eq_zero.mp hs with h0 | h0
    · have h1 := (sub_eq_zero.mp h0).symm
      unfold IsBalanced
      exact_mod_cast h1
    · exact absurd h0 hne
  · intro hw
    unfold IsBalanced at hw
    rw [hw, sub_self, zero_mul] at hc
    exact sub_eq_zero.mp hc

/-- Differentiation as an operator on complex polynomials. -/
noncomputable def diffOp : Module.End ℂ ℂ[X] := derivative

/-- Multiplication by the variable as an operator on complex polynomials. -/
noncomputable def mulXOp : Module.End ℂ ℂ[X] := LinearMap.mulLeft ℂ X

/-- Differentiation and multiplication by the variable satisfy the canonical commutation
relation on complex polynomials. -/
theorem commutation_witness : diffOp * mulXOp - mulXOp * diffOp = 1 := by
  refine LinearMap.ext fun p => ?_
  change derivative (X * p) - X * derivative p = p
  rw [derivative_mul, derivative_X]
  ring

end BalancedLadderWords
```

```lean
#print axioms BalancedLadderWords.balanced_words_commute
#print axioms BalancedLadderWords.swap_balanced_blocks
#print axioms BalancedLadderWords.abba_eq_baab
#print axioms BalancedLadderWords.commute_number_iff_balanced
```

```
'BalancedLadderWords.balanced_words_commute' depends on axioms: [propext, Classical.choice, Quot.sound]
'BalancedLadderWords.swap_balanced_blocks' depends on axioms: [propext, Classical.choice, Quot.sound]
'BalancedLadderWords.abba_eq_baab' depends on axioms: [propext, Classical.choice, Quot.sound]
'BalancedLadderWords.commute_number_iff_balanced' depends on axioms: [propext, Classical.choice, Quot.sound]
```

## Words, operators and the commutation relation

A word is a list of the letters `lower` and `raise`, and `wordOp a b w` multiplies the corresponding elements $a$ and $b$ in the written order. The empty word gives $1$. `IsBalanced w` says that the two letters occur equally often. The theorem `balanced_words_commute` takes two balanced words, possibly of different lengths, and concludes that their operators commute.

Here $a$ and $b$ belong to an arbitrary ring `R`, and the hypothesis `h` is $ab-ba=1$. For one bosonic mode, $b$ is $a^\dagger$, `h` is the canonical commutation relation, and $N=ba$ is the number operator. No adjoint, Hilbert space or operator domain enters. A truncated number basis violates `h` at its highest level, so the theorem does not cover truncated matrices. Balanced words in such matrices are still diagonal in the number basis and hence still commute, but $ab=N+1$, on which the reduction below relies, fails at that level.

For a single mode with the exact commutation relation, the result says that ladder products which leave the number of quanta unchanged are mutually compatible, whatever their internal ordering.

One could also model $b$ as `star a` in a ring with an involution. Balanced words would then be self-adjoint as well, being integer polynomials in $a^\dagger a$, but the statement would apply only where such an involution is given.

## Moving a letter past a polynomial in $N$

The relation gives $ab=N+1$, and therefore
$$aN=(ab)a=(N+1)a,\qquad bN=b(ab-1)=(ba-1)b=(N-1)b.$$

Suppose more generally that $xs=tx$. Then $xs^n=t^nx$ for every $n$, since $xs^{n+1}=t^nxs=t^{n+1}x$. Integer coefficients commute with $x$, so adding monomials gives $x\,p(s)=p(t)\,x$ for every integer polynomial $p$. This is `intertwine`, proved by induction on $p$; in Lean, $p(s)$ is `aeval s p`. Its two applications, `lower_shift` and `raise_shift`, are
$$a\,p(N)=p(N+1)\,a,\qquad b\,p(N)=p(N-1)\,b.$$

## Reducing a word to its surplus letters

`word_normal_form` states that every word equals $p(N)a^k$ or $p(N)b^k$, where $k$ is the surplus of that letter. The empty word has $p=1$ and $k=0$. Putting one more letter in front gives four cases, for $k\ge 0$:
$$\begin{aligned}
a\,p(N)a^k&=p(N+1)\,a^{k+1},\\
a\,p(N)b^{k+1}&=p(N+1)(N+1)\,b^k,\\
b\,p(N)b^k&=p(N-1)\,b^{k+1},\\
b\,p(N)a^{k+1}&=p(N-1)N\,a^k.
\end{aligned}$$
The second line uses $ab=N+1$ and the fourth $ba=N$. The Lean induction follows these cases, treating zero surplus of the opposite letter separately, and `omega` checks the letter counts.

A balanced word has $k=0$, so it is $p(N)$. For two of them,
$$p(N)q(N)=(pq)(N)=(qp)(N)=q(N)p(N),$$
which is the step `mul_comm p q` in the main proof.

By `swap_balanced_blocks`, adjacent balanced blocks can therefore be exchanged inside any longer word. Applying `balanced_words_commute` directly to the words $ab$ and $ba$ gives `abba_eq_baab`: $abba=(N+1)N=N(N+1)=baab$.

## Which words commute with $N$

Write $n_a$ and $n_b$ for the letter counts of a word with operator $W$. The shifts above give $[N,a]=-a$ and $[N,b]=b$. For a letter $y$ in front of $W$, the product rule is
$$[N,yW]=[N,y]W+y[N,W].$$
Each $b$ thus contributes $+1$ and each $a$ contributes $-1$, and induction yields `number_commutator`:
$$[N,W]=(n_b-n_a)W.$$

If $n_a=n_b$, the commutator vanishes. Conversely, if it vanishes in a complex algebra and $W\neq0$, then $n_b-n_a=0$. This is `commute_number_iff_balanced`. The complex scalars serve to divide by the nonzero integer $n_b-n_a$; in a general ring a nonzero integer can act as zero.

Finally, `commutation_witness` realises the relation on complex polynomials, with $a$ as differentiation and $b$ as multiplication by $X$: the product rule gives $(Xp)'-Xp'=p$.
